# The imaginary-axis integral of the Green functions of a Hermitian matrix is π(P₊ − P₋)

## Modes, projectors and Green functions

Let $H$ be a finite Hermitian matrix with real eigenvalues $E_k$ and orthonormal eigenvectors. The eigenvectors are the columns of a unitary matrix $U$, so $U_{ik}$ is the amplitude of mode $k$ at index $i$. A function $f$ of $H$ weights each mode by $f$ of its energy:

$$f(H)_{ij}=\sum_k U_{ik}\,\overline{U_{jk}}\,f(E_k).$$

The projector $P_+$ has $f(E)=1$ for $E>0$ and $0$ otherwise, and $P_-$ has $f(E)=1$ for $E<0$ and $0$ otherwise. A zero mode belongs to neither.

The Green function is $G(z)=(H-z)^{-1}$, with this sign. On the imaginary axis we use the sum

$$A(u)=G(iu)+G(-iu)=(H-iu)^{-1}+(H+iu)^{-1},\qquad u>0.$$

## The charge of a filled negative-energy sea

Now let the matrix index be a pair $(x,s)$ of a site and a spinor component, as for a Dirac Hamiltonian on a finite lattice. The particles have charge $e$, which is negative for electrons. The charge density operator, antisymmetrised so that particles and antiparticles are treated alike, is $\tfrac e2\sum_s(\psi_s^\dagger\psi_s-\psi_s\psi_s^\dagger)$. With all negative-energy modes filled and all positive-energy modes empty, its expectation value is

$$\rho(x)=\frac e2\Big(\sum_{E_k<0}\sum_s|U_{(x,s)k}|^2-\sum_{E_k>0}\sum_s|U_{(x,s)k}|^2\Big).$$

This formula is taken as the definition of the vacuum charge density; the field operators serve only to motivate it. It gives zero modes no weight, which corresponds to half filling, and it is a charge per site, not per volume.

## What is proved, and for which matrices

For every Hermitian $H$ and all indices $i,j$, the entry $A(u)_{ij}$ is integrable over $(0,\infty)$, and

$$\int_0^\infty A(u)_{ij}\,du=\pi\,(P_+-P_-)_{ij}.$$

This is `contour_formula`. Invertibility is not assumed. It enters in `posProjector_eq_contour`, which recovers one projector from the integral:

$$(P_+)_{ij}=\tfrac12\Big(\delta_{ij}+\frac1\pi\int_0^\infty A(u)_{ij}\,du\Big).$$

For a Hermitian matrix $K$ on pairs $(x,s)$, `vacuumDensity_eq_contour` states

$$\rho(x)=-\frac{e}{2\pi}\int_0^\infty\sum_s A(u)_{(x,s),(x,s)}\,du.$$

In Lean, `hH : H.IsHermitian` is the Hermiticity hypothesis, and `IsUnit H` says that $H$ is invertible. The matrix $U$ is `modes hH`, $f(H)$ is `spectral hH f`, and $A(u)$ is `axisGreen H u`. The projectors are `posProjector hH` and `negProjector hH`. The types `X` and `S` hold the sites and spinor components, and `Ioi 0` is the open half-line $u>0$. Since Lean assigns the value $0$ to the integral of a non-integrable function, the integrability half of `contour_formula` is needed to give the other half its usual meaning.

For non-interacting fermions with a finite Hamiltonian matrix, the vacuum charge density can thus be computed from resolvents at imaginary energies, without eigenvectors. The model has no continuum limit and no renormalisation. The Wichmann–Kroll density of an atom is what remains of the one-loop vacuum polarisation once the term linear in the nuclear potential has been removed, and the theorems involve neither that expansion nor that subtraction.

## From two resolvents to the sign of the energy

**Resolvents in the mode basis.** Because $U^\dagger U=1$, functions of $H$ multiply pointwise: $f(H)\,g(H)=(fg)(H)$. Because $UU^\dagger=1$, the constant function $1$ gives the identity matrix. If $c$ is not an eigenvalue, the function $E-c$ times the function $1/(E-c)$ is $1$ on every mode, so

$$\big[(H-c)^{-1}\big]_{ij}=\sum_k U_{ik}\overline{U_{jk}}\,\frac1{E_k-c}.$$

**The Lorentzian.** For $u\neq0$ the numbers $\pm iu$ are not real and hence not eigenvalues. In each mode,

$$\frac1{E-iu}+\frac1{E+iu}=\frac{(E+iu)+(E-iu)}{(E-iu)(E+iu)}=\frac{2E}{E^2+u^2}.$$

In each mode, a single Green function has the imaginary part $\pm u/(E^2+u^2)$, which falls off only as $1/u$ and is not integrable. These parts cancel in the sum. For a zero mode the two terms are $i/u$ and $-i/u$, and nothing remains.

**The integral.** If $E=0$, the integrand vanishes. If $E\ne0$, write

$$\frac{2E}{E^2+u^2}=\frac2E\,\frac1{1+(u/|E|)^2}$$

and substitute $t=u/|E|$:

$$\int_0^\infty\frac{2E}{E^2+u^2}\,du=\frac{2|E|}{E}\int_0^\infty\frac{dt}{1+t^2}=\frac{2|E|}{E}\cdot\frac\pi2=\pi\,\mathrm{sign}(E).$$

**The sum over modes.** The sum is finite, so it can be exchanged with the integral:

$$\int_0^\infty A(u)_{ij}\,du=\pi\sum_kU_{ik}\overline{U_{jk}}\,\mathrm{sign}(E_k)=\pi(P_+-P_-)_{ij}.$$

**The density.** Setting $i=j=(x,s)$ and summing over $s$ turns $U_{ik}\overline{U_{ik}}$ into $|U_{(x,s)k}|^2$. The integral of the spin trace is therefore $\pi$ times the positive-energy weight at $x$ minus the negative-energy weight. Multiplication by $-e/(2\pi)$ gives $\rho(x)$.

**One projector alone.** The determinant of $H$ is the product of its eigenvalues. If $H$ is invertible, no $E_k$ is zero, every mode belongs to exactly one projector, and $P_++P_-=1$. Adding $P_+-P_-=\pi^{-1}\int_0^\infty A\,du$ and halving gives the formula for $P_+$.

## The Lean file

```lean
import Mathlib

open Matrix MeasureTheory Set
open Complex (I)
open scoped Real

namespace VacuumChargeContour

noncomputable section

variable {n : Type*} [Fintype n] [DecidableEq n] {H : Matrix n n ℂ}

/-- The matrix whose columns are the orthonormal eigenmodes of the Hamiltonian `H`. -/
def modes (hH : H.IsHermitian) : Matrix n n ℂ := (hH.eigenvectorUnitary : Matrix n n ℂ)

/-- The function `f` of the Hamiltonian: each eigenmode is weighted by `f` of its energy. -/
def spectral (hH : H.IsHermitian) (f : ℝ → ℂ) : Matrix n n ℂ :=
  modes hH * diagonal (fun k => f (hH.eigenvalues k)) * (modes hH)ᴴ

/-- The projector `P₊` on the modes of positive energy. -/
def posProjector (hH : H.IsHermitian) : Matrix n n ℂ :=
  spectral hH (fun E => if 0 < E then 1 else 0)

/-- The projector `P₋` on the modes of negative energy. -/
def negProjector (hH : H.IsHermitian) : Matrix n n ℂ :=
  spectral hH (fun E => if E < 0 then 1 else 0)

/-- The sum of the Green functions at the imaginary energies `iu` and `-iu`. -/
def axisGreen (H : Matrix n n ℂ) (u : ℝ) : Matrix n n ℂ :=
  (H - (I * u) • (1 : Matrix n n ℂ))⁻¹ + (H + (I * u) • (1 : Matrix n n ℂ))⁻¹

/-- Entries of a function of the Hamiltonian as a sum over modes. -/
theorem spectral_apply (hH : H.IsHermitian) (f : ℝ → ℂ) (i j : n) :
    spectral hH f i j =
      ∑ k, modes hH i k * star (modes hH j k) * f (hH.eigenvalues k) := by
  rw [spectral, Matrix.mul_apply]
  refine Finset.sum_congr rfl fun k _ => ?_
  rw [mul_diagonal, conjTranspose_apply]
  ring

/-- Functions of the Hamiltonian multiply pointwise in the energy. -/
theorem spectral_mul (hH : H.IsHermitian) (f g : ℝ → ℂ) :
    spectral hH f * spectral hH g = spectral hH (fun E => f E * g E) := by
  have h : (modes hH)ᴴ * modes hH = 1 :=
    Matrix.mem_unitaryGroup_iff'.1 hH.eigenvectorUnitary.2
  unfold spectral
  calc _ = modes hH * diagonal (fun k => f (hH.eigenvalues k)) * ((modes hH)ᴴ * modes hH)
        * diagonal (fun k => g (hH.eigenvalues k)) * (modes hH)ᴴ := by
          simp only [Matrix.mul_assoc]
    _ = _ := by rw [h, Matrix.mul_one, Matrix.mul_assoc (modes hH), diagonal_mul_diagonal]

/-- The constant function one of the Hamiltonian is the identity. -/
theorem spectral_one (hH : H.IsHermitian) : spectral hH (fun _ => 1) = 1 := by
  have h : modes hH * (modes hH)ᴴ = 1 :=
    Matrix.mem_unitaryGroup_iff.1 hH.eigenvectorUnitary.2
  simp [spectral, h]

/-- The Green function at `c` weights each mode by `1 / (E - c)`, if `c` is no eigenvalue. -/
theorem resolvent_eq (hH : H.IsHermitian) (c : ℂ)
    (hc : ∀ k, (hH.eigenvalues k : ℂ) - c ≠ 0) :
    (H - c • (1 : Matrix n n ℂ))⁻¹ = spectral hH (fun E => ((E : ℂ) - c)⁻¹) := by
  have hself : spectral hH (fun E => (E : ℂ)) = H := by
    have h := hH.spectral_theorem
    rw [Unitary.conjStarAlgAut_apply] at h
    exact h.symm
  have h1 : H - c • (1 : Matrix n n ℂ) = spectral hH (fun E => (E : ℂ) - c) := by
    calc H - c • (1 : Matrix n n ℂ)
        = spectral hH (fun E => (E : ℂ)) - c • spectral hH (fun _ => 1) := by
          rw [hself, spectral_one]
      _ = _ := by
          ext i j
          simp only [Matrix.sub_apply, Matrix.smul_apply, spectral_apply, smul_eq_mul,
            Finset.mul_sum, ← Finset.sum_sub_distrib]
          exact Finset.sum_congr rfl fun k _ => by ring
  apply Matrix.inv_eq_right_inv
  rw [h1, spectral_mul]
  refine Eq.trans ?_ (spectral_one hH)
  ext i j
  simp only [spectral_apply]
  exact Finset.sum_congr rfl fun k _ => by rw [mul_inv_cancel₀ (hc k)]

/-- Off the real axis the two Green functions add up to a Lorentzian in each mode. -/
theorem axisGreen_eq (hH : H.IsHermitian) {u : ℝ} (hu : u ≠ 0) :
    axisGreen H u = spectral hH (fun E => ((2 * E / (E ^ 2 + u ^ 2) : ℝ) : ℂ)) := by
  have hm (E : ℝ) : (E : ℂ) - I * u ≠ 0 := fun h => hu (by
    simpa using congrArg Complex.im h)
  have hp (E : ℝ) : (E : ℂ) - -(I * u) ≠ 0 := fun h => hu (by
    simpa using congrArg Complex.im h)
  have pair (E : ℝ) : ((2 * E / (E ^ 2 + u ^ 2) : ℝ) : ℂ)
      = ((E : ℂ) - I * u)⁻¹ + ((E : ℂ) - -(I * u))⁻¹ := by
    have hfac : (E : ℂ) ^ 2 + (u : ℂ) ^ 2 = (E - I * u) * (E - -(I * u)) := by
      linear_combination (u : ℂ) ^ 2 * Complex.I_sq
    push_cast
    rw [inv_add_inv (hm E) (hp E), hfac]
    congr 1
    ring
  have h1 := resolvent_eq hH (I * u) (fun k => hm _)
  have h2 := resolvent_eq hH (-(I * u)) (fun k => hp _)
  rw [neg_smul, sub_neg_eq_add] at h2
  rw [axisGreen, h1, h2]
  ext i j
  simp only [Matrix.add_apply, spectral_apply, ← Finset.sum_add_distrib, pair]
  exact Finset.sum_congr rfl fun k _ => by ring

/-- The Lorentzian of a mode is integrable over `u > 0`, with integral `π`, `0` or `-π`
for positive, zero or negative energy. -/
theorem lorentzian_integral (E : ℝ) :
    IntegrableOn (fun u : ℝ => 2 * E / (E ^ 2 + u ^ 2)) (Ioi 0) ∧
    ∫ u in Ioi (0 : ℝ), 2 * E / (E ^ 2 + u ^ 2) =
      π * ((if 0 < E then 1 else 0) - (if E < 0 then 1 else 0)) := by
  rcases eq_or_ne E 0 with rfl | hE
  · simp
  -- rescale to the derivative of the arctangent
  have hf : (fun u : ℝ => 2 * E / (E ^ 2 + u ^ 2)) =
      fun u => 2 / E * (1 + (|E|⁻¹ * u) ^ 2)⁻¹ := by
    funext u
    have h0 : E ^ 2 + u ^ 2 ≠ 0 := by positivity
    have h1 : 1 + (E ^ 2)⁻¹ * u ^ 2 = (E ^ 2 + u ^ 2) / E ^ 2 := by field_simp
    rw [mul_pow, inv_pow, sq_abs, h1, inv_div]
    field_simp
  rw [hf]
  constructor
  · exact ((integrable_inv_one_add_sq.comp_mul_left'
      (inv_ne_zero (abs_ne_zero.2 hE))).const_mul (2 / E)).integrableOn
  · have key := integral_comp_mul_left_Ioi (fun x : ℝ => (1 + x ^ 2)⁻¹) 0
      (inv_pos.2 (abs_pos.2 hE))
    simp only [mul_zero, integral_Ioi_inv_one_add_sq, Real.arctan_zero, inv_inv,
      smul_eq_mul, sub_zero] at key
    rw [integral_const_mul, key]
    rcases lt_or_gt_of_ne hE with h | h
    · rw [abs_of_neg h, if_neg (lt_asymm h), if_pos h]
      first | (field_simp; done) | (field_simp; ring)
    · rw [abs_of_pos h, if_pos h, if_neg (lt_asymm h)]
      first | (field_simp; done) | (field_simp; ring)

/-- Imaginary-axis contour formula: for a Hermitian `H` the entries of
`(H - iu)⁻¹ + (H + iu)⁻¹` are integrable over `u > 0`, with integral `π (P₊ - P₋)`. -/
theorem contour_formula (hH : H.IsHermitian) (i j : n) :
    IntegrableOn (fun u : ℝ => axisGreen H u i j) (Ioi 0) ∧
    ∫ u in Ioi (0 : ℝ), axisGreen H u i j =
      π * (posProjector hH - negProjector hH) i j := by
  have heq : EqOn (fun u : ℝ => ∑ k, modes hH i k * star (modes hH j k) *
      ((2 * hH.eigenvalues k / (hH.eigenvalues k ^ 2 + u ^ 2) : ℝ) : ℂ))
      (fun u : ℝ => axisGreen H u i j) (Ioi 0) := fun u hu => by
    simp only [axisGreen_eq hH (mem_Ioi.1 hu).ne', spectral_apply]
  have hint (k : n) : IntegrableOn (fun u : ℝ => modes hH i k * star (modes hH j k) *
      ((2 * hH.eigenvalues k / (hH.eigenvalues k ^ 2 + u ^ 2) : ℝ) : ℂ)) (Ioi 0) :=
    Integrable.const_mul (Integrable.ofReal (lorentzian_integral _).1) _
  refine ⟨IntegrableOn.congr_fun (MeasureTheory.integrable_finsetSum _ fun k _ => hint k) heq
    measurableSet_Ioi, ?_⟩
  -- integrate mode by mode
  rw [← setIntegral_congr_fun measurableSet_Ioi heq,
    MeasureTheory.integral_finsetSum _ (fun k _ => hint k)]
  simp only [Matrix.sub_apply, posProjector, negProjector, spectral_apply,
    ← Finset.sum_sub_distrib, Finset.mul_sum]
  refine Finset.sum_congr rfl fun k _ => ?_
  rw [integral_const_mul, integral_complex_ofReal, (lorentzian_integral _).2]
  split_ifs <;> push_cast <;> ring

/-- For an invertible Hamiltonian the positive and negative projectors add up to one. -/
theorem projectors_complete (hH : H.IsHermitian) (hU : IsUnit H) :
    posProjector hH + negProjector hH = 1 := by
  have hne (k : n) : hH.eigenvalues k ≠ 0 := fun h0 => by
    apply ((Matrix.isUnit_iff_isUnit_det H).1 hU).ne_zero
    rw [hH.det_eq_prod_eigenvalues]
    exact Finset.prod_eq_zero (Finset.mem_univ k) (by simp [h0])
  refine Eq.trans ?_ (spectral_one hH)
  ext i j
  simp only [Matrix.add_apply, posProjector, negProjector, spectral_apply,
    ← Finset.sum_add_distrib]
  refine Finset.sum_congr rfl fun k _ => ?_
  rcases lt_or_gt_of_ne (hne k) with h | h <;> simp [h, lt_asymm h]

/-- For an invertible Hamiltonian the contour integral determines the projector `P₊`. -/
theorem posProjector_eq_contour (hH : H.IsHermitian) (hU : IsUnit H) (i j : n) :
    posProjector hH i j = 1 / 2 * ((1 : Matrix n n ℂ) i j +
      1 / π * ∫ u in Ioi (0 : ℝ), axisGreen H u i j) := by
  have hpi : (π : ℂ) ≠ 0 := Complex.ofReal_ne_zero.2 Real.pi_ne_zero
  rw [(contour_formula hH i j).2, ← projectors_complete hH hU, Matrix.add_apply,
    Matrix.sub_apply, ← mul_assoc, one_div_mul_cancel hpi]
  ring

variable {X S : Type*} [Fintype X] [DecidableEq X] [Fintype S] [DecidableEq S]
  {K : Matrix (X × S) (X × S) ℂ}

/-- The vacuum charge density at site `x` for particles of charge `e`: half the charge times
the weight of negative-energy modes minus that of positive-energy modes, summed over spin. -/
def vacuumDensity (e : ℝ) (hK : K.IsHermitian) (x : X) : ℝ :=
  e / 2 * ((∑ k with hK.eigenvalues k < 0, ∑ s, ‖modes hK (x, s) k‖ ^ 2) -
    ∑ k with 0 < hK.eigenvalues k, ∑ s, ‖modes hK (x, s) k‖ ^ 2)

/-- The spin trace at a site of a projector on an energy range is the weight there of the
modes in that range. -/
theorem spin_trace (hK : K.IsHermitian) (x : X) (p : ℝ → Prop) [DecidablePred p] :
    ∑ s, spectral hK (fun E => if p E then 1 else 0) (x, s) (x, s) =
      ((∑ k with p (hK.eigenvalues k), ∑ s, ‖modes hK (x, s) k‖ ^ 2 : ℝ) : ℂ) := by
  simp only [spectral_apply]
  rw [Finset.sum_comm, Complex.ofReal_sum, Finset.sum_filter]
  refine Finset.sum_congr rfl fun k _ => ?_
  by_cases h : p (hK.eigenvalues k)
  · simp only [if_pos h, mul_one]
    push_cast
    exact Finset.sum_congr rfl fun s _ => Complex.mul_conj' _
  · simp [h]

/-- The vacuum charge density is `-e/(2π)` times the integral over `u > 0` of the spin trace of `(K
- iu)⁻¹ + (K + iu)⁻¹`. -/
theorem vacuumDensity_eq_contour (e : ℝ) (hK : K.IsHermitian) (x : X) :
    (vacuumDensity e hK x : ℂ) =
      -(e / (2 * π)) * ∫ u in Ioi (0 : ℝ), ∑ s, axisGreen K u (x, s) (x, s) := by
  have hpi : (π : ℂ) ≠ 0 := Complex.ofReal_ne_zero.2 Real.pi_ne_zero
  have hp := spin_trace hK x (fun E => 0 < E)
  have hn := spin_trace hK x (fun E => E < 0)
  rw [MeasureTheory.integral_finsetSum _ (fun s _ => (contour_formula hK (x, s) (x, s)).1),
    Finset.sum_congr rfl fun s _ => (contour_formula hK (x, s) (x, s)).2, ← Finset.mul_sum]
  simp only [Matrix.sub_apply, Finset.sum_sub_distrib, posProjector, negProjector]
  rw [hp, hn, vacuumDensity, Complex.ofReal_mul, Complex.ofReal_sub, Complex.ofReal_div,
    Complex.ofReal_ofNat]
  first | (field_simp; done) | (field_simp; ring)

end

end VacuumChargeContour
```

```lean
#print axioms VacuumChargeContour.axisGreen_eq
#print axioms VacuumChargeContour.posProjector_eq_contour
#print axioms VacuumChargeContour.vacuumDensity_eq_contour
```

```
'VacuumChargeContour.axisGreen_eq' depends on axioms: [propext, Classical.choice, Quot.sound]
'VacuumChargeContour.posProjector_eq_contour' depends on axioms: [propext, Classical.choice, Quot.sound]
'VacuumChargeContour.vacuumDensity_eq_contour' depends on axioms: [propext, Classical.choice, Quot.sound]
```

## How the lemmas follow the derivation

`spectral_apply` writes an entry of $f(H)$ as the sum over modes, and several later proofs use it to reduce an identity between matrices or their entries to an identity for each $k$. `spectral_mul` and `spectral_one` use the two unitarity relations. In `resolvent_eq`, the spectral theorem identifies $H$ with the function $E$ of itself. The lemma `Matrix.inv_eq_right_inv` then reduces the claim about the inverse to checking that a product is the identity.

`axisGreen_eq` is the Lorentzian step. Its facts `hm` and `hp` show that the denominators are nonzero by taking imaginary parts: if $E\mp iu$ were zero, $u$ would be zero. The factorisation of $E^2+u^2$ comes from `linear_combination` with $i^2=-1$.

`lorentzian_integral` treats $E=0$ first, then rescales, and finally splits on the sign of $E$ to evaluate $|E|/E$. The sign function appears as a difference of two indicators, which matches the definitions of the projectors.

In `contour_formula`, `heq` replaces the entry of $A(u)$ by its mode sum on the half-line, and `hint` supplies integrability for each mode. With these, `integral_finsetSum` exchanges sum and integral, and `split_ifs` compares the result with the projectors case by case.

`projectors_complete` uses the determinant argument, and `posProjector_eq_contour` is then algebra. `spin_trace` handles both energy ranges at once, because it is stated for an arbitrary condition `p` on the energy. `vacuumDensity_eq_contour` exchanges the spin sum with the integral, using the integrability half of `contour_formula`, and applies `spin_trace` twice.

## The rescaling lemma for half-lines

The value $\pi\,\mathrm{sign}(E)$ rests on Mathlib's `integral_comp_mul_left_Ioi`. For $b>0$ it says

$$\int_a^\infty g(bu)\,du=b^{-1}\int_{ba}^\infty g(t)\,dt.$$

Here $g(t)=(1+t^2)^{-1}$, $a=0$ and $b=|E|^{-1}$. The lemma requires $b$ to be positive, since a negative factor would map the half-line $u>0$ to $t<0$. This is why the file scales by $|E|$ and not by $E$, leaving the sign in the prefactor $2/E$. The remaining integral is given by `integral_Ioi_inv_one_add_sq` as $\pi/2-\arctan 0$.

The rescaling lemma has no integrability hypothesis and yields no integrability. That half of `lorentzian_integral` therefore has its own argument: $(1+t^2)^{-1}$ is integrable on the whole line, and it stays so under a nonzero rescaling, multiplication by a constant and restriction to $u>0$.
